# The mean permutation sign of a fixed number of non-interacting fermions differs from one by order $1/V$ in a large volume

Take a fixed number $N$ of particles in a cell of volume $V$, and let an exchange cycle of $k$ particles have weight $z_k = V a_k$, where the real numbers $a_k$ do not depend on $V$ and $a_1 \neq 0$. Let $Z_B$ be the sum over all permutations of the product of their cycle weights, and $Z_F$ the same sum with each permutation multiplied by its sign. Then

$$\lim_{V\to\infty} V\left(1-\frac{Z_F}{Z_B}\right) = N(N-1)\,\frac{a_2}{a_1^2}.$$

For positive weights, $Z_F/Z_B$ is the mean sign of permutations sampled with probability proportional to their weight. In path-integral Monte Carlo for fermions, a small mean sign makes signed averages noisy; in this non-interacting model at fixed $N$, the mean sign approaches one as the gas is diluted.

## Counting powers of the volume

In the path-integral picture, a cycle of $k$ particles is one closed path of $k$ times the single-particle length in imaginary time. The path can sit anywhere in the cell, which gives the factor $V$. Taking $a_k$ to be independent of $V$ neglects boundary effects and paths that wind around a periodic cell. Multiplying the weights of different cycles neglects interactions.

Let $\sigma$ be a permutation with $c(\sigma)$ cycles, where a particle left in place counts as a cycle of length one. Each cycle contributes one factor $V$, so the weight of $\sigma$ is $V^{c(\sigma)}w(\sigma)$, where $w(\sigma)$ is the product of the $a_k$ over its cycles.

Suppose that $\sigma$ displaces $d$ particles, in $m$ cycles of length at least two. Then $c(\sigma) = N-d+m$. Since $d\ge 2m$, we have $N-c(\sigma)=d-m\ge m$, which leaves three cases:

- If $c(\sigma)=N$, then $m=0$ and $\sigma$ is the identity, with $w=a_1^N$.
- If $c(\sigma)=N-1$, then $d=m+1$ and $m\le 1$. The value $m=0$ would require $d=0$, so $m=1$ and $d=2$: one pair is exchanged, and $w=a_2a_1^{N-2}$.
- Otherwise $c(\sigma)\le N-2$.

In the unsigned sum,

$$\frac{Z_B}{V^N}=\sum_\sigma V^{c(\sigma)-N}w(\sigma)\longrightarrow a_1^N,$$

because every term except the identity carries a negative power of $V$. For the difference of the two sums,

$$\frac{V(Z_B-Z_F)}{V^N}=\sum_\sigma \bigl(1-\operatorname{sgn}\sigma\bigr)V^{c(\sigma)+1-N}w(\sigma).$$

The identity is even and drops out. A pair exchange is odd and contributes $2a_2a_1^{N-2}$, independently of $V$. The remaining terms vanish in the limit. There are $N(N-1)/2$ pair exchanges, so the limit is $N(N-1)a_2a_1^{N-2}$. For $N<2$ there are none, and the limit is zero.

Since $a_1^N\neq0$, $Z_B$ is nonzero for large $V$, and

$$V\left(1-\frac{Z_F}{Z_B}\right)=\frac{V(Z_B-Z_F)/V^N}{Z_B/V^N}\longrightarrow N(N-1)\frac{a_2}{a_1^2}.$$

For free spinless particles of mass $M$ in three dimensions, held at a fixed temperature $T$, $a_k=1/(\lambda\sqrt{k})^3$, where $\lambda=h/\sqrt{2\pi M k_{\mathrm B}T}$ is the thermal wavelength, $h$ is Planck's constant and $k_{\mathrm B}$ is Boltzmann's constant. Hence $a_2/a_1^2=\lambda^6/(\lambda\sqrt2)^3=\lambda^3/(\sqrt2)^3$, and the coefficient is $N(N-1)\lambda^3/(\sqrt2)^3$.

## Permutations and their weights in Lean

```lean
import Mathlib

open Equiv Filter Topology

namespace DiluteGasExchangeSign

noncomputable section
```

The particles are labelled by `Fin N`, and a permutation is an element of `Perm (Fin N)`. Its multiset `σ.partition.parts` lists all cycle lengths, including a one for each particle left in place. The number of entries is $c(\sigma)$.

```lean
/-- The number of exchange cycles of a permutation of `N` particles, with particles left in place
counted as cycles of length one. -/
def cycleCount {N : ℕ} (σ : Perm (Fin N)) : ℕ :=
  Multiset.card σ.partition.parts
```

The weight is the product of `z k` over the same multiset. The function `z` is defined on all natural numbers, but only lengths from 1 to $N$ ever enter.

```lean
/-- The weight of a permutation: the product of `z k` over all its cycles, where `k` is the length
of the cycle and particles left in place are cycles of length one. -/
def cycleWeight {N : ℕ} (z : ℕ → ℝ) (σ : Perm (Fin N)) : ℝ :=
  (σ.partition.parts.map z).prod
```

The two partition sums follow. Both omit the factor $1/N!$, which cancels in their ratio.

```lean
/-- The unsigned permutation sum `Z_B` for `N` particles, without the factor `1/N!`. -/
def bosonZ (N : ℕ) (z : ℕ → ℝ) : ℝ :=
  ∑ σ : Perm (Fin N), cycleWeight z σ
```

The sign in Mathlib is an integer unit, so `fermionZ` converts it to a real number before multiplying.

```lean
/-- The permutation sum `Z_F` for `N` particles, each permutation counted with its sign,
without the factor `1/N!`. -/
def fermionZ (N : ℕ) (z : ℕ → ℝ) : ℝ :=
  ∑ σ : Perm (Fin N), ((Perm.sign σ : ℤ) : ℝ) * cycleWeight z σ

/-- The average sign `Z_F / Z_B`, meaningful when `Z_B ≠ 0`. -/
def averageSign (N : ℕ) (z : ℕ → ℝ) : ℝ :=
  fermionZ N z / bosonZ N z
```

## The identity, the pair exchanges and the rest

The first lemma extracts the powers of the volume. The product of `V * a k` splits into a product of equal factors `V` and the product of the `a k`.

```lean
/-- If every cycle weight is proportional to the volume `V`, a permutation carries one power of
`V` for each of its cycles. -/
theorem cycleWeight_volume {N : ℕ} (V : ℝ) (a : ℕ → ℝ) (σ : Perm (Fin N)) :
    cycleWeight (fun k => V * a k) σ = V ^ cycleCount σ * cycleWeight a σ := by
  simp only [cycleWeight, cycleCount, Multiset.prod_map_mul, Multiset.map_const',
    Multiset.prod_replicate]
```

Next comes the relation $c+d=N+m$, written without subtraction. Here `σ.support` is the set of displaced particles, and `σ.cycleType` lists only the cycles of length at least two.

```lean
/-- The number of cycles plus the number of displaced particles equals `N` plus the number of
cycles of length at least two. -/
theorem cycleCount_add {N : ℕ} (σ : Perm (Fin N)) :
    cycleCount σ + σ.support.card = N + Multiset.card σ.cycleType := by
  have hle : σ.support.card ≤ N := by simpa using Finset.card_le_univ σ.support
  have hc : cycleCount σ = Multiset.card σ.cycleType + (N - σ.support.card) := by
    simp [cycleCount, Perm.parts_partition]
  omega
```

The three cases follow from this relation together with $d\ge2m$, which is `h2` in the proof. The proof first separates $m=0$, then asks whether $d=m+1$; `omega` does the integer arithmetic. A pair exchange is recognised by `σ.cycleType = {2}`.

```lean
/-- A permutation of `N` particles is the identity, or a single pair exchange with `N - 1` cycles,
or it has at most `N - 2` cycles. -/
theorem cycleCount_cases {N : ℕ} (σ : Perm (Fin N)) :
    σ = 1 ∨ (σ.cycleType = {2} ∧ cycleCount σ + 1 = N) ∨ cycleCount σ + 2 ≤ N := by
  have hc := cycleCount_add σ
  have hs := σ.sum_cycleType
  -- every nontrivial cycle displaces at least two particles
  have h2 : Multiset.card σ.cycleType • 2 ≤ σ.cycleType.sum :=
    Multiset.card_nsmul_le_sum fun x hx => Perm.two_le_of_mem_cycleType hx
  rw [smul_eq_mul] at h2
  by_cases h0 : Multiset.card σ.cycleType = 0
  · exact Or.inl (Perm.cycleType_eq_zero.1 (Multiset.card_eq_zero.1 h0))
  by_cases h1 : σ.support.card = Multiset.card σ.cycleType + 1
  · have h3 : Multiset.card σ.cycleType = 1 := by omega
    obtain ⟨x, hx⟩ := Multiset.card_eq_one.1 h3
    have hx2 : x = 2 := by
      rw [hx, Multiset.sum_singleton] at hs
      omega
    refine Or.inr (Or.inl ⟨by rw [hx, hx2], by omega⟩)
  · exact Or.inr (Or.inr (by omega))
```

For $N\ge2$, the number of pair exchanges comes from Mathlib's count of permutations with a single nontrivial cycle of given length. For smaller $N$, two particles cannot be displaced, and the binomial coefficient is zero.

```lean
/-- Among the permutations of `N` particles there are `N` choose 2 single pair exchanges. -/
theorem exchange_count (N : ℕ) :
    (Finset.univ.filter fun σ : Perm (Fin N) => σ.cycleType = {2}).card = N.choose 2 := by
  by_cases hN : 2 ≤ N
  · have h := Perm.card_of_cycleType_singleton (α := Fin N) (n := 2) le_rfl (by simpa using hN)
    simpa using h
  · rw [Nat.choose_eq_zero_of_lt (by omega), Finset.card_eq_zero, Finset.filter_eq_empty_iff]
    intro σ _ h
    have hs := σ.sum_cycleType
    have hle : σ.support.card ≤ N := by simpa using Finset.card_le_univ σ.support
    rw [h, Multiset.sum_singleton] at hs
    omega
```

The weight of a pair exchange is read off from its cycle lengths: one two and $N-2$ ones.

```lean
/-- A single pair exchange has weight `a 2 * a 1 ^ (N - 2)`. -/
theorem exchange_weight {N : ℕ} (a : ℕ → ℝ) {σ : Perm (Fin N)} (h : σ.cycleType = {2}) :
    cycleWeight a σ = a 2 * a 1 ^ (N - 2) := by
  have hs : σ.support.card = 2 := by rw [← σ.sum_cycleType, h, Multiset.sum_singleton]
  simp [cycleWeight, Perm.parts_partition, h, hs]
```

## The two large-volume limits

Both limits are taken term by term over the finite set of permutations. In `boson_leading`, the statement `term` assigns the limit $a_1^N$ to the identity and zero to every other permutation. The zero limits come from `tendsto_pow_div_pow_atTop_zero`, which says that a lower power of $V$ divided by a higher one tends to zero.

```lean
/-- For cycle weights `V * a k`, the ratio `Z_B / V ^ N` tends to `a 1 ^ N`, the contribution of the
identity, as the volume `V` grows. -/
theorem boson_leading (N : ℕ) (a : ℕ → ℝ) :
    Tendsto (fun V : ℝ => bosonZ N (fun k => V * a k) / V ^ N) atTop (𝓝 (a 1 ^ N)) := by
  have term : ∀ σ ∈ (Finset.univ : Finset (Perm (Fin N))),
      Tendsto (fun V : ℝ => cycleWeight (fun k => V * a k) σ / V ^ N) atTop
        (𝓝 (if σ = 1 then a 1 ^ N else 0)) := by
    intro σ _
    by_cases h1 : σ = 1
    · rw [if_pos h1, h1]
      have hw : ∀ z : ℕ → ℝ, cycleWeight z (1 : Perm (Fin N)) = z 1 ^ N := fun z => by
        simp [cycleWeight, Perm.parts_partition]
      refine tendsto_const_nhds.congr' ?_
      filter_upwards [eventually_gt_atTop (0 : ℝ)] with V hV
      simp only [hw, mul_pow]
      exact (mul_div_cancel_left₀ _ (pow_ne_zero N hV.ne')).symm
    · have hlt : cycleCount σ < N := by
        rcases cycleCount_cases σ with h | ⟨_, h⟩ | h
        · exact absurd h h1
        · omega
        · omega
      rw [if_neg h1]
      have h := (tendsto_pow_div_pow_atTop_zero (𝕜 := ℝ) hlt).mul_const (cycleWeight a σ)
      rw [zero_mul] at h
      refine h.congr fun V => ?_
      rw [cycleWeight_volume, div_mul_eq_mul_div]
  have h := tendsto_finsetSum Finset.univ term
  simp only [Finset.sum_ite_eq', Finset.mem_univ, if_true] at h
  refine h.congr fun V => ?_
  rw [bosonZ, Finset.sum_div]
```

The second limit uses all three cases. The identity cancels, and a pair exchange has sign $-1$ and a contribution that is constant for $V>0$. For the rest, $c(\sigma)+1<N$, so the additional factor $V$ is not enough to keep the term alive. Summing the constant contributions gives the number of pair exchanges times $2a_2a_1^{N-2}$.

```lean
/-- For cycle weights `V * a k`, the quantity `V (Z_B - Z_F) / V ^ N` tends to
`N (N - 1) a 2 * a 1 ^ (N - 2)`, the contribution of the pair exchanges, as the volume `V` grows. -/
theorem exchange_leading (N : ℕ) (a : ℕ → ℝ) :
    Tendsto (fun V : ℝ => V * (bosonZ N (fun k => V * a k) - fermionZ N (fun k => V * a k)) / V ^ N)
      atTop (𝓝 ((N : ℝ) * (N - 1) * (a 2 * a 1 ^ (N - 2)))) := by
  have term : ∀ σ ∈ (Finset.univ : Finset (Perm (Fin N))),
      Tendsto (fun V : ℝ => V * ((1 - ((Perm.sign σ : ℤ) : ℝ)) *
        cycleWeight (fun k => V * a k) σ) / V ^ N) atTop
        (𝓝 (if σ.cycleType = {2} then 2 * (a 2 * a 1 ^ (N - 2)) else 0)) := by
    intro σ _
    rcases cycleCount_cases σ with h | ⟨h, hc⟩ | hc
    · -- the identity is even and cancels
      have hne : ¬ σ.cycleType = {2} := fun h' => by
        rw [h] at h'
        simpa using congrArg Multiset.card h'
      rw [if_neg hne, h]
      simp
    · -- a pair exchange is odd and is counted twice
      have hsg : Perm.sign σ = -1 := by
        rw [Perm.sign_of_cycleType, h, Multiset.sum_singleton, Multiset.card_singleton]
        exact Odd.neg_one_pow ⟨1, rfl⟩
      have hsr : ((Perm.sign σ : ℤ) : ℝ) = -1 := by
        rw [hsg]
        simp
      rw [if_pos h]
      refine tendsto_const_nhds.congr' ?_
      filter_upwards [eventually_gt_atTop (0 : ℝ)] with V hV
      have hp : V ^ N = V ^ cycleCount σ * V := by rw [← pow_succ, hc]
      rw [cycleWeight_volume, exchange_weight a h, hsr, hp, eq_div_iff (by positivity)]
      ring
    · -- all other permutations are suppressed by a further power of the volume
      have hne : ¬ σ.cycleType = {2} := fun h => by
        have h' := cycleCount_add σ
        rw [← σ.sum_cycleType, h, Multiset.sum_singleton, Multiset.card_singleton] at h'
        omega
      rw [if_neg hne]
      have hlt : cycleCount σ + 1 < N := by omega
      have h := (tendsto_pow_div_pow_atTop_zero (𝕜 := ℝ) hlt).mul_const
        ((1 - ((Perm.sign σ : ℤ) : ℝ)) * cycleWeight a σ)
      rw [zero_mul] at h
      refine h.congr fun V => ?_
      rw [cycleWeight_volume, div_mul_eq_mul_div]
      congr 1
      ring
  have h := tendsto_finsetSum Finset.univ term
  rw [← Finset.sum_filter, Finset.sum_const, exchange_count, nsmul_eq_mul,
    Nat.cast_choose_two] at h
  have e : (N : ℝ) * (N - 1) / 2 * (2 * (a 2 * a 1 ^ (N - 2))) =
      (N : ℝ) * (N - 1) * (a 2 * a 1 ^ (N - 2)) := by ring
  rw [e] at h
  refine h.congr fun V => ?_
  rw [bosonZ, fermionZ, ← Finset.sum_sub_distrib, Finset.mul_sum, Finset.sum_div]
  refine Finset.sum_congr rfl fun σ _ => ?_
  ring
```

## The coefficient of $1/V$

In the main theorem, `atTop` expresses $V\to\infty$ through real values, and `𝓝` denotes the neighbourhoods of the limit. The particle number `N` is fixed before the limit is taken, so the density $N/V$ tends to zero. The statement gives no information about a limit in which $N$ grows with $V$ at fixed density.

The only condition on the weights is `a 1 ≠ 0`: a single particle must have a nonzero weight. If $a_1=0$ and $a_2\neq0$, two particles have $Z_F/Z_B=-1$ for every $V>0$, and $V(1-Z_F/Z_B)=2V$ diverges. Positive weights allow the reading as a sampling average, but the limit does not require them.

The proof divides the two preceding limits. Its first step, `hlim`, simplifies the resulting coefficient, treating $N=0$ and $N=1$ separately. The last steps cancel $V^N$, using that $V$ is positive and `bosonZ` is nonzero once the volume is large.

```lean
/-- Dilute-gas exchange sign: for cycle weights `V * a k` with `a 1 ≠ 0`, the quantity
`V (1 - Z_F / Z_B)` tends to `N (N - 1) a 2 / a 1 ^ 2` as the volume `V` grows. -/
theorem dilute_exchange_sign (N : ℕ) (a : ℕ → ℝ) (ha : a 1 ≠ 0) :
    Tendsto (fun V : ℝ => V * (1 - averageSign N (fun k => V * a k))) atTop
      (𝓝 ((N : ℝ) * (N - 1) * a 2 / a 1 ^ 2)) := by
  have hlim : (N : ℝ) * (N - 1) * (a 2 * a 1 ^ (N - 2)) / a 1 ^ N =
      (N : ℝ) * (N - 1) * a 2 / a 1 ^ 2 := by
    rcases Nat.lt_or_ge N 2 with h | h
    · interval_cases N <;> simp
    · have hp : a 1 ^ N = a 1 ^ (N - 2) * a 1 ^ 2 := by
        rw [← pow_add, Nat.sub_add_cancel h]
      rw [hp, div_eq_div_iff (mul_ne_zero (pow_ne_zero _ ha) (pow_ne_zero _ ha))
        (pow_ne_zero _ ha)]
      ring
  have hB := boson_leading N a
  have h := (exchange_leading N a).div hB (pow_ne_zero N ha)
  rw [hlim] at h
  refine h.congr' ?_
  -- the unsigned sum is nonzero once the volume is large
  filter_upwards [hB.eventually_ne (pow_ne_zero N ha), eventually_gt_atTop (0 : ℝ)] with V hb hV
  have hz : bosonZ N (fun k => V * a k) ≠ 0 := fun h0 => hb (by rw [h0, zero_div])
  show V * (bosonZ N (fun k => V * a k) - fermionZ N (fun k => V * a k)) / V ^ N /
    (bosonZ N (fun k => V * a k) / V ^ N) = _
  rw [averageSign, div_div_div_cancel_right₀ (pow_ne_zero N hV.ne'), mul_div_assoc, sub_div,
    div_self hz]
```

Writing the average sign as $1-V^{-1}\cdot V(1-Z_F/Z_B)$ shows that it tends to one: the second factor has a finite limit, and $V^{-1}$ tends to zero.

```lean
/-- For a fixed number of particles and `a 1 ≠ 0`, the average sign tends to one as the volume
grows. -/
theorem averageSign_tendsto_one (N : ℕ) (a : ℕ → ℝ) (ha : a 1 ≠ 0) :
    Tendsto (fun V : ℝ => averageSign N (fun k => V * a k)) atTop (𝓝 1) := by
  have h := (tendsto_const_nhds (x := (1 : ℝ))).sub
    (tendsto_inv_atTop_zero.mul (dilute_exchange_sign N a ha))
  rw [zero_mul, sub_zero] at h
  refine h.congr' ?_
  filter_upwards [eventually_gt_atTop (0 : ℝ)] with V hV
  show (1 : ℝ) - V⁻¹ * (V * (1 - averageSign N (fun k => V * a k))) = _
  rw [inv_mul_cancel_left₀ hV.ne', sub_sub_cancel]
```

For the ideal gas, `idealCycle` supplies the free-particle weight per volume, with `lam` standing for $\lambda$. This form is taken as a definition; it is not derived from a Hamiltonian.

```lean
/-- The weight per volume of a cycle of `k` free particles in three dimensions with thermal
wavelength `lam`, for `lam > 0` and `k ≥ 1`. -/
def idealCycle (lam : ℝ) (k : ℕ) : ℝ :=
  1 / (lam * √(k : ℝ)) ^ 3
```

The final theorem inserts these weights. The hypothesis `0 < lam` makes $a_1=1/\lambda^3$ nonzero, and the remaining algebra is the evaluation of $a_2/a_1^2$ given above.

```lean
/-- For the ideal gas of spinless particles in three dimensions with thermal wavelength `lam > 0`,
`V (1 - Z_F / Z_B)` tends to `N (N - 1) lam ^ 3 / (√2) ^ 3`. -/
theorem ideal_gas_exchange_sign (N : ℕ) {lam : ℝ} (hl : 0 < lam) :
    Tendsto (fun V : ℝ => V * (1 - averageSign N (fun k => V * idealCycle lam k))) atTop
      (𝓝 ((N : ℝ) * (N - 1) * (lam ^ 3 / √2 ^ 3))) := by
  have h1 : idealCycle lam 1 = 1 / lam ^ 3 := by simp [idealCycle]
  have h2 : idealCycle lam 2 = 1 / (lam * √2) ^ 3 := by simp [idealCycle]
  have hs : (0 : ℝ) < √2 := Real.sqrt_pos.2 two_pos
  have e : idealCycle lam 2 / idealCycle lam 1 ^ 2 = lam ^ 3 / √2 ^ 3 := by
    rw [h1, h2, mul_pow]
    field_simp
  have h := dilute_exchange_sign N (idealCycle lam) (by rw [h1]; positivity)
  rw [mul_div_assoc, e] at h
  exact h

end

end DiluteGasExchangeSign
```

```lean
#print axioms DiluteGasExchangeSign.averageSign_tendsto_one
#print axioms DiluteGasExchangeSign.ideal_gas_exchange_sign
```

```
'DiluteGasExchangeSign.averageSign_tendsto_one' depends on axioms: [propext, Classical.choice, Quot.sound]
'DiluteGasExchangeSign.ideal_gas_exchange_sign' depends on axioms: [propext, Classical.choice, Quot.sound]
```
